# On [-1,1], errors in the steps of Clenshaw's recurrence change the Chebyshev sum by at most the sum of their absolute values

## How far does an error in one step carry?

I expand the Fermi function of a non-interacting Hamiltonian in Chebyshev polynomials, with the spectrum scaled into \([-1,1]\). At a single energy \(x\), I evaluate \(\sum_{k=0}^n a_kT_k(x)\) by Clenshaw's backward recurrence. Each step makes a small error \(e_k\), and the later steps multiply what they receive by \(2x\), which can be as large as 2 in size. Yet the final error is said to be at most \(\sum_k|e_k|\), even though \(T_n\) has leading coefficient \(2^{n-1}\) in powers of \(x\) for \(n\ge1\). Can this be proved rigorously and checked by machine in Lean?

## Each step error is weighted by one Chebyshev value

Yes. An error \(e_k\) enters the recurrence exactly as a change of the coefficient \(a_k\) would, so it reaches the output multiplied by \(T_k(x)\), and \(|T_k(x)|\le1\) on the interval.

### From the recurrence to the bound

The Chebyshev polynomials satisfy
\[
T_0=1,\qquad T_1=x,\qquad T_{k+2}=2xT_{k+1}-T_k .
\]
The perturbed recurrence starts from \(b_{n+1}=b_{n+2}=0\) and runs down from \(k=n\) to \(k=0\):
\[
b_k=c_k+2x\,b_{k+1}-b_{k+2},\qquad c_k=a_k+e_k .
\]
Its output is \(b_0-xb_1\). For \(0\le m\le n\), the claim is that
\[
b_0-xb_1=\sum_{k=0}^{m}c_kT_k+b_{m+1}T_{m+1}-b_{m+2}T_m .
\]
For \(m=0\), inserting \(b_0=c_0+2xb_1-b_2\) gives \(b_0-xb_1=c_0+xb_1-b_2\), which is the claim. To pass from \(m\) to \(m+1\le n\), insert the recurrence for \(b_{m+1}\) in the remainder:
\[
\begin{aligned}
b_{m+1}T_{m+1}-b_{m+2}T_m
&=c_{m+1}T_{m+1}+b_{m+2}(2xT_{m+1}-T_m)-b_{m+3}T_{m+1}\\
&=c_{m+1}T_{m+1}+b_{m+2}T_{m+2}-b_{m+3}T_{m+1}.
\end{aligned}
\]
At \(m=n\) both remaining \(b\)'s vanish, so
\[
b_0-xb_1=\sum_{k=0}^n a_kT_k(x)+\sum_{k=0}^n e_kT_k(x).
\]

For real \(x\in[-1,1]\), write \(x=\cos\theta\). The addition formulas give
\[
\cos((k+2)\theta)=2\cos\theta\cos((k+1)\theta)-\cos(k\theta),
\]
the same recurrence with the same first two values, so \(T_k(\cos\theta)=\cos(k\theta)\) and \(|T_k(x)|\le1\). The triangle inequality then bounds the error by \(\sum_k|e_k|\). At \(x=1\) every \(T_k\) equals 1, so non-negative errors attain the bound.

For the monomial form, \(T_k\) has degree at most \(k\). The coefficient of \(x^{k+2}\) in \(T_{k+2}\) is therefore twice that of \(x^{k+1}\) in \(T_{k+1}\). Starting from \(T_1=x\), this gives leading coefficient \(2^n\) for \(T_{n+1}\). Replacing it by \(2^n(1+\delta)\) shifts the value at \(x=1\) by \(2^n\delta\). A relative error \(\delta\) in the single Chebyshev coefficient of the same polynomial shifts that value by only \(\delta\).

### What the Lean statements say

`chebT x k` is Mathlib's Chebyshev polynomial of the first kind evaluated at `x`, an element of a commutative ring `R`. The sequences `a`, `e` and `b` hold the coefficients, step errors and computed values. `IsClenshawRun n x a e b` collects the two terminal conditions and the recurrence for `k ≤ n`. The coefficient \(a_0\) has full weight, not one half, and `range (n + 1)` means the indices \(0,\ldots,n\).

- `isClenshawRun_witness` constructs a run for every choice of coefficients and errors.
- `clenshaw_output` is the identity over any commutative ring.
- `clenshaw_error_le` is the bound for real `x` in `Set.Icc (-1 : ℝ) 1`, and `clenshaw_error_sharp` is the equality at \(x=1\) for non-negative errors.
- `leadingCoeff_chebyshev` and `monomial_error_amplification` give the monomial comparison.

The error \(e_k\) stands for whatever step \(k\) adds to the right-hand side formed from the values already computed. Its size is an input: in floating-point arithmetic it depends on the magnitudes of the \(b_k\), for which no estimate is given. The point \(x\) and the final combination \(b_0-xb_1\) are taken as exact. The Lean bound concerns one real energy at a time, and the Lean identity assumes that all quantities commute, so neither covers a matrix recurrence, whose rounding errors \(E_k\) generally do not commute with the Hamiltonian \(H\). The argument itself survives: if \(H\) always multiplies from the left, the same calculation gives the output error \(\sum_k T_k(H)E_k\), and for Hermitian \(H\) with spectrum in \([-1,1]\) its spectral norm is at most \(\sum_k\|E_k\|\). This matrix version is not part of the Lean code. The monomial comparison perturbs one coefficient and is not an error analysis of Horner's scheme.

```lean
import Mathlib

open Polynomial Finset
open Polynomial.Chebyshev (T)

namespace ClenshawStability

noncomputable section

variable {R : Type*} [CommRing R]

/-- The value `T_k(x)` of the Chebyshev polynomial of the first kind. -/
def chebT (x : R) (k : ℕ) : R := (T R (k : ℤ)).eval x

/-- A backward Clenshaw recurrence at the point `x` for the coefficients `a_0, ..., a_n`,
in which step `k` commits the local error `e_k`. -/
structure IsClenshawRun (n : ℕ) (x : R) (a e b : ℕ → R) : Prop where
  top₁ : b (n + 1) = 0
  top₂ : b (n + 2) = 0
  step : ∀ k ≤ n, b k = a k + e k + 2 * x * b (k + 1) - b (k + 2)

/-- The sequence produced by the backward recurrence from the first `N` entries of `c`;
it vanishes from index `N` on. -/
def backward (x : R) : ℕ → (ℕ → R) → ℕ → R
  | 0, _, _ => 0
  | N + 1, c, 0 => c 0 + 2 * x * backward x N (fun j => c (j + 1)) 0
      - backward x N (fun j => c (j + 1)) 1
  | N + 1, c, k + 1 => backward x N (fun j => c (j + 1)) k

/-- For all coefficients `a` and local errors `e`, the sequence `backward` built from `a + e`
is a Clenshaw run with these errors. -/
theorem isClenshawRun_witness (n : ℕ) (x : R) (a e : ℕ → R) :
    IsClenshawRun n x a e (backward x (n + 1) (fun k => a k + e k)) := by
  have hzero : ∀ (N : ℕ) (c : ℕ → R) (k : ℕ), N ≤ k → backward x N c k = 0 := by
    intro N
    induction N with
    | zero => intro c k _; rfl
    | succ N ih =>
      intro c k hk
      obtain ⟨j, rfl⟩ : ∃ j, k = j + 1 := ⟨k - 1, by omega⟩
      exact ih _ j (by omega)
  have hstep : ∀ (N : ℕ) (c : ℕ → R) (k : ℕ), k < N → backward x N c k
      = c k + 2 * x * backward x N c (k + 1) - backward x N c (k + 2) := by
    intro N
    induction N with
    | zero => intro c k hk; omega
    | succ N ih =>
      intro c k hk
      cases k with
      | zero => rfl
      | succ k => exact ih (fun j => c (j + 1)) k (by omega)
  exact ⟨hzero _ _ _ le_rfl, hzero _ _ _ (by omega), fun k hk => hstep _ _ k (by omega)⟩

/-- The three-term recurrence `T_(k+2)(x) = 2x T_(k+1)(x) - T_k(x)`. -/
theorem chebT_add_two (x : R) (k : ℕ) :
    chebT x (k + 2) = 2 * x * chebT x (k + 1) - chebT x k := by
  simp [chebT]

/-- Invariant of the recurrence: once the terms `0, ..., m` are summed, the remainder of the
output is `b_(m+1) T_(m+1)(x) - b_(m+2) T_m(x)`, for `m ≤ n`. -/
theorem clenshaw_invariant {n : ℕ} {x : R} {a e b : ℕ → R} (h : IsClenshawRun n x a e b)
    (m : ℕ) (hm : m ≤ n) :
    b 0 - x * b 1 = ∑ k ∈ range (m + 1), (a k + e k) * chebT x k
      + b (m + 1) * chebT x (m + 1) - b (m + 2) * chebT x m := by
  induction m with
  | zero =>
    have h0 : b 0 = a 0 + e 0 + 2 * x * b 1 - b 2 := h.step 0 hm
    have t0 : chebT x 0 = 1 := by simp [chebT]
    have t1 : chebT x 1 = x := by simp [chebT]
    simp only [zero_add, Finset.sum_range_one, t0, t1]
    linear_combination h0
  | succ m ih =>
    have hs : b (m + 1) = a (m + 1) + e (m + 1) + 2 * x * b (m + 2) - b (m + 3) :=
      h.step (m + 1) hm
    have hi := ih (by omega)
    change b 0 - x * b 1 = ∑ k ∈ range (m + 1 + 1), (a k + e k) * chebT x k
      + b (m + 2) * chebT x (m + 2) - b (m + 3) * chebT x (m + 1)
    rw [Finset.sum_range_succ]
    -- insert the next step and use the recurrence for `T`
    linear_combination hi + chebT x (m + 1) * hs - b (m + 2) * chebT_add_two x m

/-- The output `b_0 - x b_1` of a Clenshaw run is the Chebyshev sum of the coefficients plus
the Chebyshev sum of the local errors. -/
theorem clenshaw_output {n : ℕ} {x : R} {a e b : ℕ → R} (h : IsClenshawRun n x a e b) :
    b 0 - x * b 1 = ∑ k ∈ range (n + 1), a k * chebT x k
      + ∑ k ∈ range (n + 1), e k * chebT x k := by
  have hi := clenshaw_invariant h n le_rfl
  rw [h.top₁, h.top₂] at hi
  simp only [add_mul, Finset.sum_add_distrib] at hi
  linear_combination hi

/-- On the real interval `[-1, 1]` the Chebyshev polynomials are cosines:
`T_k(cos θ) = cos (k θ)`. -/
theorem chebT_cos (θ : ℝ) : ∀ k : ℕ, chebT (Real.cos θ) k = Real.cos (k * θ)
  | 0 => by simp [chebT]
  | 1 => by simp [chebT]
  | k + 2 => by
    rw [chebT_add_two, chebT_cos θ k, chebT_cos θ (k + 1)]
    have h2 : ((k + 2 : ℕ) : ℝ) * θ = ((k + 1 : ℕ) : ℝ) * θ + θ := by push_cast; ring
    have h0 : (k : ℝ) * θ = ((k + 1 : ℕ) : ℝ) * θ - θ := by push_cast; ring
    rw [h2, h0, Real.cos_add, Real.cos_sub]
    ring

/-- For real `x` in `[-1, 1]` the error of the computed Chebyshev sum is at most the sum of
the absolute local errors. -/
theorem clenshaw_error_le {n : ℕ} {x : ℝ} {a e b : ℕ → ℝ} (h : IsClenshawRun n x a e b)
    (hx : x ∈ Set.Icc (-1 : ℝ) 1) :
    |b 0 - x * b 1 - ∑ k ∈ range (n + 1), a k * chebT x k| ≤ ∑ k ∈ range (n + 1), |e k| := by
  rw [clenshaw_output h, add_sub_cancel_left]
  refine (Finset.abs_sum_le_sum_abs _ _).trans (Finset.sum_le_sum fun k _ => ?_)
  -- each Chebyshev factor is a cosine, hence at most one in size
  have hT : |chebT x k| ≤ 1 := by
    have hc := chebT_cos (Real.arccos x) k
    rw [Real.cos_arccos hx.1 hx.2] at hc
    rw [hc]
    exact Real.abs_cos_le_one _
  rw [abs_mul]
  exact mul_le_of_le_one_right (abs_nonneg _) hT

/-- At `x = 1`, with non-negative local errors, the error of the computed sum equals the sum
of the absolute local errors. -/
theorem clenshaw_error_sharp {n : ℕ} {a e b : ℕ → ℝ} (h : IsClenshawRun n 1 a e b)
    (he : ∀ k ≤ n, 0 ≤ e k) :
    |b 0 - 1 * b 1 - ∑ k ∈ range (n + 1), a k * chebT 1 k| = ∑ k ∈ range (n + 1), |e k| := by
  have hT : ∀ k : ℕ, chebT (1 : ℝ) k = 1 := fun k => by simpa using chebT_cos 0 k
  have hk : ∀ k ∈ range (n + 1), 0 ≤ e k := fun k hk =>
    he k (Nat.lt_succ_iff.mp (Finset.mem_range.mp hk))
  rw [clenshaw_output h, add_sub_cancel_left]
  simp only [hT, mul_one]
  rw [abs_of_nonneg (Finset.sum_nonneg hk)]
  exact Finset.sum_congr rfl fun k h' => (abs_of_nonneg (hk k h')).symm

/-- The leading monomial coefficient of the real Chebyshev polynomial `T_(n+1)` is `2^n`. -/
theorem leadingCoeff_chebyshev (n : ℕ) : (T ℝ ((n + 1 : ℕ) : ℤ)).leadingCoeff = 2 ^ n := by
  -- the three-term recurrence, read off coefficient by coefficient
  have hrec : ∀ k m : ℕ, (T ℝ ((k + 2 : ℕ) : ℤ)).coeff (m + 1)
      = 2 * (T ℝ ((k + 1 : ℕ) : ℤ)).coeff m - (T ℝ (k : ℤ)).coeff (m + 1) := by
    intro k m
    have hT : T ℝ ((k + 2 : ℕ) : ℤ)
        = C 2 * (T ℝ ((k + 1 : ℕ) : ℤ) * X) - T ℝ (k : ℤ) := by
      have h2 : (C (2 : ℝ)) = 2 := map_ofNat C 2
      have h := Polynomial.Chebyshev.T_add_two ℝ (k : ℤ)
      rw [h2]
      push_cast
      rw [h]
      ring
    rw [hT, coeff_sub, coeff_C_mul, coeff_mul_X]
  have hdeg : ∀ k : ℕ, (∀ m, k < m → (T ℝ (k : ℤ)).coeff m = 0) ∧
      (∀ m, k + 1 < m → (T ℝ ((k + 1 : ℕ) : ℤ)).coeff m = 0) := by
    intro k
    induction k with
    | zero =>
      refine ⟨fun m hm => ?_, fun m hm => ?_⟩
      · simp [coeff_one, hm.ne']
      · have h1 : 1 ≠ m := by omega
        simp [coeff_X, h1]
    | succ k ih =>
      refine ⟨ih.2, fun m hm => ?_⟩
      obtain ⟨j, rfl⟩ : ∃ j, m = j + 1 := ⟨m - 1, by omega⟩
      have h := hrec k j
      rw [ih.2 j (by omega), ih.1 (j + 1) (by omega), mul_zero, sub_zero] at h
      exact h
  have hcoeff : ∀ k : ℕ, (T ℝ ((k + 1 : ℕ) : ℤ)).coeff (k + 1) = 2 ^ k := by
    intro k
    induction k with
    | zero => simp
    | succ k ih =>
      have h := hrec k (k + 1)
      rw [ih, (hdeg k).1 (k + 1 + 1) (by omega), sub_zero] at h
      exact h.trans (by ring)
  have hle : (T ℝ ((n + 1 : ℕ) : ℤ)).natDegree ≤ n + 1 :=
    natDegree_le_iff_coeff_eq_zero.mpr (hdeg n).2
  have hne : (T ℝ ((n + 1 : ℕ) : ℤ)).coeff (n + 1) ≠ 0 := by
    rw [hcoeff]
    positivity
  rw [leadingCoeff, le_antisymm hle (le_natDegree_of_ne_zero hne), hcoeff]

/-- A relative error `δ` in the leading monomial coefficient of `T_(n+1)` changes the value
of the polynomial at `x = 1` by `2^n δ`. -/
theorem monomial_error_amplification (n : ℕ) (δ : ℝ) :
    (T ℝ ((n + 1 : ℕ) : ℤ)
        + monomial (n + 1) (δ * (T ℝ ((n + 1 : ℕ) : ℤ)).leadingCoeff)).eval 1
      - (T ℝ ((n + 1 : ℕ) : ℤ)).eval 1 = 2 ^ n * δ := by
  rw [leadingCoeff_chebyshev, eval_add, eval_monomial, one_pow]
  ring

end

end ClenshawStability
```

```lean
#print axioms ClenshawStability.clenshaw_error_le
#print axioms ClenshawStability.clenshaw_error_sharp
#print axioms ClenshawStability.monomial_error_amplification
```

```
'ClenshawStability.clenshaw_error_le' depends on axioms: [propext, Classical.choice, Quot.sound]
'ClenshawStability.clenshaw_error_sharp' depends on axioms: [propext, Classical.choice, Quot.sound]
'ClenshawStability.monomial_error_amplification' depends on axioms: [propext, Classical.choice, Quot.sound]
```

### How the Lean proof carries out these steps

The function `backward` builds a run by removing the first coefficient and recursing on the shifted sequence. In `isClenshawRun_witness`, `hzero` supplies the terminal zeros and `hstep` the recurrence, both by induction on the number of coefficients.

`clenshaw_invariant` is the induction on \(m\). Its last `linear_combination` adds the induction hypothesis to \(T_{m+1}\) times the recurrence for \(b_{m+1}\), and subtracts \(b_{m+2}\) times the Chebyshev recurrence `chebT_add_two`. This is the displayed calculation in one line. `clenshaw_output` sets \(m=n\), inserts the terminal zeros and splits the sum.

`chebT_cos` proves the cosine formula by a recursion that uses the two preceding cases. `clenshaw_error_le` takes \(\theta=\arccos x\), which is where the interval hypothesis enters, and bounds the error sum term by term. `clenshaw_error_sharp` uses \(\theta=0\) to obtain \(T_k(1)=1\).

In `leadingCoeff_chebyshev`, `hrec` reads the recurrence coefficient by coefficient, `hdeg` shows that coefficients above the expected degree vanish, and `hcoeff` obtains the powers of two. Together they fix the degree and hence the leading coefficient. `monomial_error_amplification` then evaluates the added monomial at 1.
